# Barker–Glover fine structure of hydrogenic states with l ≥ 1

For an electron of mass $m$ and a nucleus of mass $M$, let $\mu=mM/(m+M)$, $x=l+\tfrac12$ and $y=j+\tfrac12$. In a hydrogenic state with principal quantum number $n$, $l\ge1$, $j=l\pm\tfrac12$ and the textbook values of the inverse moments, the first-order Breit shift without nuclear-spin terms is

$$\Delta E=-\frac{\mu}{2n^3}\left(\frac1y-\frac{3}{4n}\right)-\frac{\mu^2}{8n^4(m+M)}+\frac{\mu^3}{2n^3M^2}\left(\frac1y-\frac1x\right).$$

Units have $\hbar=c=1$ and potential $-1/r$; restoring the coupling $Z\alpha$ multiplies $\Delta E$ by $(Z\alpha)^4$.

## The Hamiltonian and the state

In the centre-of-mass frame the perturbation is

$$-\frac{p^4}{8}\left(\frac1{m^3}+\frac1{M^3}\right)-\frac{1}{2mM}\frac1r\left(p^2+\hat r\cdot(\hat r\cdot p)p\right)+\left(\frac1{2m^2}+\frac1{mM}\right)\frac{L\cdot s}{r^3}.$$

These are the kinetic corrections of both particles, their magnetic orbit-orbit coupling and the electron's spin-orbit coupling. Contact terms, which act on s states, and nuclear spin are left out.

In Lean, `breitShift` is the expectation value of this operator. `quartic`, `orbitOrbit` and `moment` are integrals over $r>0$ of a real radial function $R$, and `spinOrbit` is $(j(j+1)-l(l+1)-\tfrac34)/2$. The angular and spin parts enter only through $l$ and $j$.

`IsBoundState` requires the radial Coulomb equation with energy $-\mu/(2n^2)$, $R(0)=0$, decay at infinity, smoothness and integrability of $RR'$. `HasCoulombMoments` assumes normalisation and

$$\langle r^{-1}\rangle=\frac{\mu}{n^2},\quad \langle r^{-2}\rangle=\frac{\mu^2}{n^3x},\quad \langle r^{-3}\rangle=\frac{\mu^3}{n^3l(l+1)x}.$$

These values are assumptions of the general theorem; Lean derives them only for the 2p state.

## Expectation values

Write $\Delta_l$ for the radial Laplacian. The radial equation gives $\Delta_l R=(\mu^2/n^2-2\mu/r)R$. Squaring and integrating,

$$\langle p^4\rangle=\frac{\mu^4}{n^4}-\frac{4\mu^3}{n^2}\langle r^{-1}\rangle+4\mu^2\langle r^{-2}\rangle=\mu^4\left(\frac4{n^3x}-\frac3{n^4}\right).$$

The orbit-orbit operator acts as $-(\Delta_l+\partial_r^2)/r$, with $R''=\Delta_lR-2R'/r+l(l+1)R/r^2$. Its expectation value is therefore

$$-\frac{2\mu^2}{n^2}\langle r^{-1}\rangle+4\mu\langle r^{-2}\rangle-l(l+1)\langle r^{-3}\rangle+2\int_0^\infty RR'\,dr.$$

The last integral is $[R^2/2]_0^\infty=0$, leaving $\mu^3(3/(n^3x)-2/n^4)$.

For $j=l+\tfrac12$ and $j=l-\tfrac12$, $L\cdot s$ equals $l/2$ and $-(l+1)/2$. In both cases

$$\frac{L\cdot s}{l(l+1)x}=\frac1x-\frac1y.$$

## Collecting the masses

Since $1/m+1/M=1/\mu$ and $mM=\mu(m+M)$,

$$\frac1{m^3}+\frac1{M^3}=\frac1{\mu^3}-\frac{3}{\mu^2(m+M)},\qquad \frac1{2m^2}+\frac1{mM}=\frac1{2\mu^2}-\frac1{2M^2}.$$

The kinetic and orbit-orbit terms then add to

$$-\frac{\mu}{2n^3x}+\frac{3\mu}{8n^4}-\frac{\mu^2}{8n^4(m+M)}.$$

The spin-orbit term is $\frac{\mu}{2n^3}(\frac1x-\frac1y)+\frac{\mu^3}{2n^3M^2}(\frac1y-\frac1x)$. The $\mu/(2n^3x)$ parts cancel, and the stated formula remains.

## Heavy nuclei and numerical levels

As $M\to\infty$, the shift tends to $-\frac{m}{2n^3}(\frac1y-\frac3{4n})$, the leading Dirac fine structure, which depends on $n$ and $j$ only. At finite $M$, the values of $\Delta E$ for states with the same $n$ and $j=l+\tfrac12$ but orbital numbers $l\ge1$ and $l+1$ differ by

$$\frac{\mu^3}{2n^3M^2}\left(\frac1{l+1/2}-\frac1{l+3/2}\right).$$

The first such pair is $3p_{3/2}$, $3d_{3/2}$.

In a program for hydrogen-like levels with $l\ge1$ in atomic units, set $m=1$, give $M$ in electron masses, and add $Z^4\alpha^2\Delta E$ to the reduced-mass Bohr energy. Radiative and nuclear-spin corrections are separate.

## The Lean file

```lean
import Mathlib

open MeasureTheory Set Filter Topology

namespace TwoBodyBreit

noncomputable section

/-- The reduced mass of two particles with `m + M ≠ 0`. -/
def redMass (m M : ℝ) : ℝ := m * M / (m + M)

/-- The Laplacian on a radial function with orbital quantum number `l`, for `r ≠ 0`. -/
def laplace (l : ℕ) (R : ℝ → ℝ) (r : ℝ) : ℝ :=
  deriv (deriv R) r + 2 / r * deriv R r - l * (l + 1) / r ^ 2 * R r

/-- The expectation value of `1 / r ^ k` in the normalised radial state `R`, an integral over
`r > 0`. -/
def moment (k : ℕ) (R : ℝ → ℝ) : ℝ := ∫ r in Ioi (0 : ℝ), R r ^ 2 * r ^ 2 / r ^ k

/-- The expectation value of `p⁴`, as the squared norm of `p²` applied to the normalised state. -/
def quartic (l : ℕ) (R : ℝ → ℝ) : ℝ := ∫ r in Ioi (0 : ℝ), laplace l R r ^ 2 * r ^ 2

/-- The expectation value, for normalised `R`, of the orbit-orbit operator
`(1/r) (p² + r̂·(r̂·p)p)`, an integral over `r > 0`. -/
def orbitOrbit (l : ℕ) (R : ℝ → ℝ) : ℝ :=
  ∫ r in Ioi (0 : ℝ), R r * (-(laplace l R r + deriv (deriv R) r) / r) * r ^ 2

/-- The value of `L·s = (J² - L² - s²)/2` for spin one half. -/
def spinOrbit (l : ℕ) (j : ℝ) : ℝ := (j * (j + 1) - l * (l + 1) - 3 / 4) / 2

/-- First-order shift of a normalised state by the Breit Hamiltonian without contact terms and
nuclear spin, for nonzero masses, in units with `ħ = c = 1` and potential `-1/r`. -/
def breitShift (m M : ℝ) (l : ℕ) (j : ℝ) (R : ℝ → ℝ) : ℝ :=
  -(1 / 8) * (1 / m ^ 3 + 1 / M ^ 3) * quartic l R - 1 / (2 * m * M) * orbitOrbit l R
    + (1 / (2 * m ^ 2) + 1 / (m * M)) * (spinOrbit l j * moment 3 R)

/-- A radial Coulomb state of energy `-μ/(2n²)` that vanishes at the origin and at infinity,
for `μ` and `n` nonzero. -/
structure IsBoundState (μ : ℝ) (n l : ℕ) (R : ℝ → ℝ) : Prop where
  smooth : ContDiff ℝ 2 R
  schrodinger : ∀ r, 0 < r →
    -laplace l R r / (2 * μ) - R r / r = -(μ / (2 * n ^ 2)) * R r
  origin : R 0 = 0
  decay : Tendsto R atTop (𝓝 0)
  integrable : IntegrableOn (fun r => R r * deriv R r) (Ioi 0)

/-- The state is normalised and has the textbook hydrogenic values of `⟨1/r⟩`, `⟨1/r²⟩` and
`⟨1/r³⟩`, for `n` and `l` nonzero. -/
structure HasCoulombMoments (μ : ℝ) (n l : ℕ) (R : ℝ → ℝ) : Prop where
  norm : moment 0 R = 1
  inv_one : moment 1 R = μ / n ^ 2
  inv_two : moment 2 R = μ ^ 2 / (n ^ 3 * (l + 1 / 2))
  inv_three : moment 3 R = μ ^ 3 / (n ^ 3 * (l * (l + 1 / 2) * (l + 1)))

/-- A function on the half-line with nonzero integral is integrable there. -/
theorem integrable_of_ne {f : ℝ → ℝ} (h : ∫ r in Ioi (0 : ℝ), f r ≠ 0) :
    IntegrableOn f (Ioi 0) := by
  by_contra hf
  exact h (integral_undef hf)

/-- The integral of a combination of four integrable functions is the combination of their
integrals. -/
theorem integral_lin {f g h k : ℝ → ℝ} (hf : IntegrableOn f (Ioi 0))
    (hg : IntegrableOn g (Ioi 0)) (hh : IntegrableOn h (Ioi 0)) (hk : IntegrableOn k (Ioi 0))
    (a b c d : ℝ) :
    ∫ r in Ioi (0 : ℝ), ((a * f r + b * g r) + (c * h r + d * k r)) =
      (a * (∫ r in Ioi (0 : ℝ), f r) + b * ∫ r in Ioi (0 : ℝ), g r) +
      (c * (∫ r in Ioi (0 : ℝ), h r) + d * ∫ r in Ioi (0 : ℝ), k r) := by
  simp only [← integral_const_mul]
  have h1 := integral_add (hf.const_mul a) (hg.const_mul b)
  have h2 := integral_add (hh.const_mul c) (hk.const_mul d)
  rw [← h1, ← h2]
  exact integral_add ((hf.const_mul a).add (hg.const_mul b))
    ((hh.const_mul c).add (hk.const_mul d))

/-- In a bound state the radial Laplacian acts as multiplication by `μ²/n² - 2μ/r`. -/
theorem laplace_eq {μ : ℝ} {n l : ℕ} {R : ℝ → ℝ} (hμ : 0 < μ) (h : IsBoundState μ n l R)
    {r : ℝ} (hr : 0 < r) : laplace l R r = (μ ^ 2 / n ^ 2 - 2 * μ / r) * R r := by
  have e : -laplace l R r / (2 * μ) = (1 / r - μ / (2 * n ^ 2)) * R r := by
    linear_combination h.schrodinger r hr
  rw [div_eq_iff (by positivity)] at e
  linear_combination -e

/-- The hydrogenic expectation value of `p⁴`. -/
theorem quartic_eq {μ : ℝ} {n l : ℕ} {R : ℝ → ℝ} (hμ : 0 < μ) (hn : 0 < n)
    (h : IsBoundState μ n l R) (hm : HasCoulombMoments μ n l R) :
    quartic l R = μ ^ 4 * (4 / (n ^ 3 * (l + 1 / 2)) - 3 / n ^ 4) := by
  have i0 := integrable_of_ne (show moment 0 R ≠ 0 by rw [hm.norm]; norm_num)
  have i1 := integrable_of_ne (show moment 1 R ≠ 0 by rw [hm.inv_one]; positivity)
  have i2 := integrable_of_ne (show moment 2 R ≠ 0 by rw [hm.inv_two]; positivity)
  have key : quartic l R = ((μ ^ 2 / n ^ 2) ^ 2 * moment 0 R
      + (-4 * μ * (μ ^ 2 / n ^ 2)) * moment 1 R)
      + (4 * μ ^ 2 * moment 2 R + 0 * moment 2 R) := by
    have h2 := integral_lin i0 i1 i2 i2 ((μ ^ 2 / n ^ 2) ^ 2) (-4 * μ * (μ ^ 2 / n ^ 2))
      (4 * μ ^ 2) 0
    refine Eq.trans (setIntegral_congr_fun measurableSet_Ioi ?_) h2
    intro r hr
    beta_reduce
    rw [laplace_eq hμ h hr]
    ring
  rw [key, hm.norm, hm.inv_one, hm.inv_two]
  field_simp
  ring

/-- The hydrogenic expectation value of the orbit-orbit operator for `l ≥ 1`. -/
theorem orbitOrbit_eq {μ : ℝ} {n l : ℕ} {R : ℝ → ℝ} (hμ : 0 < μ) (hn : 0 < n) (hl : 1 ≤ l)
    (h : IsBoundState μ n l R) (hm : HasCoulombMoments μ n l R) :
    orbitOrbit l R = μ ^ 3 * (3 / (n ^ 3 * (l + 1 / 2)) - 2 / n ^ 4) := by
  have hl0 : (0 : ℝ) < l := by exact_mod_cast hl
  have i1 := integrable_of_ne (show moment 1 R ≠ 0 by rw [hm.inv_one]; positivity)
  have i2 := integrable_of_ne (show moment 2 R ≠ 0 by rw [hm.inv_two]; positivity)
  have i3 := integrable_of_ne (show moment 3 R ≠ 0 by rw [hm.inv_three]; positivity)
  -- the boundary term: `R R'` is the derivative of `R²/2`
  have hb : ∫ r in Ioi (0 : ℝ), R r * deriv R r = 0 := by
    have hd : Differentiable ℝ R := h.smooth.differentiable (by norm_num)
    have h0 := integral_Ioi_of_hasDerivAt_of_tendsto (a := 0) (m := 0)
      (f := fun r => R r * R r / 2) (f' := fun r => R r * deriv R r)
      ((hd.continuous.mul hd.continuous).div_const 2).continuousWithinAt
      (fun r _ => (((hd r).hasDerivAt.fun_mul (hd r).hasDerivAt).div_const 2).congr_deriv
        (by ring))
      h.integrable (by simpa using (h.decay.mul h.decay).div_const 2)
    simpa [h.origin] using h0
  have key : orbitOrbit l R = ((-2 * (μ ^ 2 / n ^ 2)) * moment 1 R + 4 * μ * moment 2 R)
      + (-(l * (l + 1)) * moment 3 R + 2 * ∫ r in Ioi (0 : ℝ), R r * deriv R r) := by
    have h2 := integral_lin i1 i2 i3 h.integrable (-2 * (μ ^ 2 / n ^ 2)) (4 * μ)
      (-(l * (l + 1))) 2
    refine Eq.trans (setIntegral_congr_fun measurableSet_Ioi ?_) h2
    intro r hr
    have hr0 : r ≠ 0 := ne_of_gt hr
    have e : deriv (deriv R) r =
        laplace l R r - 2 / r * deriv R r + l * (l + 1) / r ^ 2 * R r := by
      unfold laplace
      ring
    beta_reduce
    rw [e, laplace_eq hμ h hr]
    field_simp
    ring
  rw [key, hb, hm.inv_one, hm.inv_two, hm.inv_three]
  field_simp
  ring

/-- For `l ≥ 1` and `j = l ± 1/2` the spin-orbit factor is `1/(l+1/2) - 1/(j+1/2)`. -/
theorem spinOrbit_factor {l : ℕ} {j : ℝ} (hl : 1 ≤ l)
    (hj : j = l + 1 / 2 ∨ j = l - 1 / 2) :
    spinOrbit l j / (l * (l + 1) * (l + 1 / 2)) = 1 / (l + 1 / 2) - 1 / (j + 1 / 2) := by
  have hl0 : (0 : ℝ) < l := by exact_mod_cast hl
  unfold spinOrbit
  rcases hj with rfl | rfl
  · rw [show (l : ℝ) + 1 / 2 + 1 / 2 = l + 1 by ring]
    field_simp
    ring
  · rw [show (l : ℝ) - 1 / 2 + 1 / 2 = l by ring]
    field_simp
    ring

/-- The mass identity behind the Barker-Glover formula, for positive masses and any numbers
`w`, `u`, `v` in the places of `1/n`, `1/(l+1/2)`, `1/(j+1/2)`. -/
theorem mass_identity {m M : ℝ} (hm : 0 < m) (hM : 0 < M) (w u v : ℝ) :
    -(redMass m M ^ 4 / 8) * (1 / m ^ 3 + 1 / M ^ 3) * (4 * w ^ 3 * u - 3 * w ^ 4)
      - redMass m M ^ 3 / (2 * m * M) * (3 * w ^ 3 * u - 2 * w ^ 4)
      + redMass m M ^ 3 * w ^ 3 * (1 / (2 * m ^ 2) + 1 / (m * M)) * (u - v) =
    -(redMass m M * w ^ 3 / 2) * (v - 3 * w / 4) - redMass m M ^ 2 * w ^ 4 / (8 * (m + M))
      + redMass m M ^ 3 * w ^ 3 / (2 * M ^ 2) * (v - u) := by
  have hs : m + M ≠ 0 := by positivity
  unfold redMass
  field_simp
  ring

/-- **Barker-Glover formula**: the Breit shift of a hydrogenic state with `l ≥ 1`,
`j = l ± 1/2` and the textbook inverse moments, for positive masses. -/
theorem barker_glover {m M j : ℝ} {n l : ℕ} {R : ℝ → ℝ} (hm : 0 < m) (hM : 0 < M)
    (hn : 0 < n) (hl : 1 ≤ l) (hj : j = l + 1 / 2 ∨ j = l - 1 / 2)
    (h : IsBoundState (redMass m M) n l R) (hc : HasCoulombMoments (redMass m M) n l R) :
    breitShift m M l j R =
      -(redMass m M / (2 * n ^ 3)) * (1 / (j + 1 / 2) - 3 / (4 * n))
      - redMass m M ^ 2 / (8 * n ^ 4 * (m + M))
      + redMass m M ^ 3 / (2 * n ^ 3 * M ^ 2) * (1 / (j + 1 / 2) - 1 / (l + 1 / 2)) := by
  have hμ : 0 < redMass m M := by unfold redMass; positivity
  have hs : spinOrbit l j * moment 3 R =
      redMass m M ^ 3 / n ^ 3 * (1 / (l + 1 / 2) - 1 / (j + 1 / 2)) := by
    rw [← spinOrbit_factor hl hj, hc.inv_three]
    simp only [div_eq_mul_inv, mul_inv]
    ring
  rw [breitShift, quartic_eq hμ hn h hc, orbitOrbit_eq hμ hn hl h hc, hs]
  have key := mass_identity hm hM (1 / (n : ℝ)) (1 / ((l : ℝ) + 1 / 2)) (1 / (j + 1 / 2))
  -- split the inverses of products so that both sides have the same atoms
  simp only [div_eq_mul_inv, mul_inv] at key ⊢
  linear_combination key

/-- Two hydrogenic states with equal `n` and `j = l + 1/2`, but orbital numbers `l ≥ 1` and `l + 1`,
differ in their Breit shifts by a term proportional to `μ³/M²`, for positive masses. -/
theorem same_j_splitting {m M : ℝ} {n l : ℕ} {R S : ℝ → ℝ} (hm : 0 < m) (hM : 0 < M)
    (hn : 0 < n) (hl : 1 ≤ l)
    (hR : IsBoundState (redMass m M) n l R) (cR : HasCoulombMoments (redMass m M) n l R)
    (hS : IsBoundState (redMass m M) n (l + 1) S)
    (cS : HasCoulombMoments (redMass m M) n (l + 1) S) :
    breitShift m M (l + 1) (l + 1 / 2) S - breitShift m M l (l + 1 / 2) R =
      redMass m M ^ 3 / (2 * n ^ 3 * M ^ 2) * (1 / (l + 1 / 2) - 1 / (l + 3 / 2)) := by
  rw [barker_glover hm hM hn (by omega) (Or.inr (by push_cast; ring)) hS cS,
    barker_glover hm hM hn hl (Or.inl rfl) hR cR]
  rw [show ((l + 1 : ℕ) : ℝ) + 1 / 2 = l + 3 / 2 by push_cast; ring]
  ring

/-- The radial function of the hydrogenic 2p state, for `μ > 0`. -/
def twoP (μ r : ℝ) : ℝ := √(μ ^ 5 / 24) * r * Real.exp (-(μ / 2) * r)

/-- The 2p function is a bound state with the textbook moments, for every `μ > 0`. -/
theorem twoP_witness {μ : ℝ} (hμ : 0 < μ) :
    IsBoundState μ 2 1 (twoP μ) ∧ HasCoulombMoments μ 2 1 (twoP μ) := by
  obtain ⟨c, hc, hR⟩ : ∃ c : ℝ, c ^ 2 = μ ^ 5 / 24 ∧
      twoP μ = fun r => c * r * Real.exp (-(μ / 2) * r) :=
    ⟨√(μ ^ 5 / 24), Real.sq_sqrt (by positivity), rfl⟩
  rw [hR]
  -- Euler's integral
  have G : ∀ k : ℕ, ∫ r in Ioi (0 : ℝ), r ^ k * Real.exp (-(μ * r)) =
      (k.factorial : ℝ) / μ ^ (k + 1) := by
    intro k
    have h := Real.integral_rpow_mul_exp_neg_mul_Ioi (a := (k : ℝ) + 1) (r := μ)
      (by positivity) hμ
    have e : (1 / μ) ^ ((k : ℝ) + 1) = 1 / μ ^ (k + 1) := by
      rw [show (k : ℝ) + 1 = ((k + 1 : ℕ) : ℝ) from (Nat.cast_succ k).symm,
        Real.rpow_natCast, one_div_pow]
    rw [Real.Gamma_nat_eq_factorial, e] at h
    simp only [add_sub_cancel_right, Real.rpow_natCast] at h
    rw [h]
    ring
  have I : ∀ k : ℕ, IntegrableOn (fun r : ℝ => r ^ k * Real.exp (-(μ * r))) (Ioi 0) :=
    fun k => integrable_of_ne (by rw [G k]; positivity)
  have he : ∀ r : ℝ, Real.exp (-(μ * r)) = Real.exp (-(μ / 2) * r) ^ 2 := by
    intro r
    rw [← Real.exp_nat_mul]
    congr 1
    push_cast
    ring
  -- first and second derivative
  have dE : ∀ r : ℝ, HasDerivAt (fun r => Real.exp (-(μ / 2) * r))
      (Real.exp (-(μ / 2) * r) * (-(μ / 2) * 1)) r :=
    fun r => ((hasDerivAt_id' r).const_mul (-(μ / 2))).exp
  have hd : deriv (fun r => c * r * Real.exp (-(μ / 2) * r)) =
      fun r => c * (1 - μ / 2 * r) * Real.exp (-(μ / 2) * r) :=
    funext fun r => ((((hasDerivAt_id' r).const_mul c).fun_mul (dE r)).congr_deriv
      (by ring)).deriv
  have d2 : ∀ r : ℝ, deriv (fun r => c * (1 - μ / 2 * r) * Real.exp (-(μ / 2) * r)) r =
      c * (-μ + μ ^ 2 * r / 4) * Real.exp (-(μ / 2) * r) :=
    fun r => ((((((hasDerivAt_id' r).const_mul (μ / 2)).const_sub 1).const_mul c).fun_mul
      (dE r)).congr_deriv (by ring)).deriv
  have hm : ∀ k i : ℕ, k + i = 4 → moment k (fun r => c * r * Real.exp (-(μ / 2) * r)) =
      μ ^ 5 / 24 * ((i.factorial : ℝ) / μ ^ (i + 1)) := by
    intro k i hk
    rw [← G i, ← hc, ← integral_const_mul]
    refine setIntegral_congr_fun measurableSet_Ioi ?_
    intro r hr
    have hr0 : r ≠ 0 := ne_of_gt hr
    have e : r ^ 4 = r ^ k * r ^ i := by rw [← pow_add, hk]
    beta_reduce
    rw [he, div_eq_iff (pow_ne_zero k hr0)]
    linear_combination c ^ 2 * Real.exp (-(μ / 2) * r) ^ 2 * e
  refine ⟨⟨by fun_prop, ?_, by simp, ?_, ?_⟩, ⟨?_, ?_, ?_, ?_⟩⟩
  · intro r hr
    unfold laplace
    rw [hd, d2]
    beta_reduce
    generalize Real.exp (-(μ / 2) * r) = E
    push_cast
    field_simp
    ring
  · have h := ((Real.tendsto_pow_mul_exp_neg_atTop_nhds_zero 1).comp
      (tendsto_id.const_mul_atTop (half_pos hμ))).const_mul (c * (2 / μ))
    rw [mul_zero] at h
    refine h.congr (fun r => ?_)
    simp only [Function.comp_apply, id, pow_one, neg_mul]
    generalize Real.exp (-(μ / 2 * r)) = E
    field_simp
  · have e : (fun r => c * r * Real.exp (-(μ / 2) * r) *
        deriv (fun r => c * r * Real.exp (-(μ / 2) * r)) r) =
        fun r => c ^ 2 * (r ^ 1 * Real.exp (-(μ * r)))
          - c ^ 2 * (μ / 2) * (r ^ 2 * Real.exp (-(μ * r))) := by
      funext r
      rw [hd, he]
      ring
    rw [e]
    exact ((I 1).const_mul (c ^ 2)).sub ((I 2).const_mul (c ^ 2 * (μ / 2)))
  · rw [hm 0 4 rfl]
    norm_num [Nat.factorial]
    field_simp
  · rw [hm 1 3 rfl]
    norm_num [Nat.factorial]
    field_simp
    norm_num
  · rw [hm 2 2 rfl]
    norm_num [Nat.factorial]
    field_simp
    norm_num
  · rw [hm 3 1 rfl]
    norm_num [Nat.factorial]
    field_simp

end

end TwoBodyBreit
```

```lean
#print axioms TwoBodyBreit.barker_glover
#print axioms TwoBodyBreit.same_j_splitting
```

```
'TwoBodyBreit.barker_glover' depends on axioms: [propext, Classical.choice, Quot.sound]
'TwoBodyBreit.same_j_splitting' depends on axioms: [propext, Classical.choice, Quot.sound]
```

## From the integrals to the formula

Lean assigns zero to a non-integrable integral, so `integrable_of_ne` obtains integrability from the nonzero moments. `integral_lin` then splits the integrals. `quartic_eq` and `orbitOrbit_eq` rewrite the integrands with `laplace_eq`; in the latter, `hb` evaluates the boundary term by the fundamental theorem of calculus.

`spinOrbit_factor` treats the two values of $j$. `mass_identity` clears denominators with `field_simp` and compares polynomials with `ring`, replacing the grouping above. `barker_glover` assembles these results, and `same_j_splitting` subtracts two instances of it.

`twoP_witness` uses Euler's integral and explicit derivatives to show that the 2p function satisfies both sets of state hypotheses for every $\mu>0$.
